# Two equal exponential proatoms at distinct centres have stockholder weights that stay direction-dependent at infinity

How a stockholder partition shares the electron density far outside a molecule depends on the model chosen for the tails of the free-atom densities, the proatoms. Here every proatom density is a single exponential in the distance from its nucleus, and all of them have the same decay constant $a$. "Far outside" means far along a straight ray $x = t\,u$, where $u$ is a unit vector and $t \to \infty$.

## The limiting share along a ray

Put two equal proatoms at $0$ and $R$, with densities $e^{-a\|x\|}$ and $e^{-a\|x-R\|}$. The stockholder weight of the first is its density divided by the sum of the two:

$$w(x) = \frac{e^{-a\|x\|}}{e^{-a\|x\|} + e^{-a\|x-R\|}}.$$

Along the ray it has the limit

$$\lim_{t\to\infty} w(t\,u) = \frac{1}{1 + e^{a\langle u,R\rangle}}.$$

For $a \ge 0$ the weight also obeys, at every point of space,

$$\frac{1}{1+e^{a\|R\|}} \;\le\; w(x) \;\le\; \frac{1}{1+e^{-a\|R\|}}.$$

The two bounds are the limits along the bond axis, in the directions of $R$ and $-R$ respectively. With $a = 2$ bohr$^{-1}$ and centres 1.5 bohr apart they are about 0.047 and 0.953. In a direction perpendicular to the bond the limit is $1/2$.

For finitely many centres $P_j$ with prefactors $c_j > 0$, the limiting share of atom $i$ is

$$\frac{c_i\, e^{a\langle u,P_i\rangle}}{\sum_j c_j\, e^{a\langle u,P_j\rangle}}.$$

With a single atom this is 1. If the two equal proatoms coincide, $R = 0$, the pair weight is $1/2$ everywhere.

## Stockholder weights at distant grid points

A Hirshfeld analysis evaluates $w_i$ at each point of an integration grid, multiplies it by the molecular density and the quadrature weight, and sums to obtain atomic populations. For finitely many exponential proatoms with a common decay constant, the limit gives the values that these weights approach at the outer grid points.

The cancellation behind the limit also appears in the arithmetic. Take $a = 2$ bohr$^{-1}$ and a point 400 bohr from the molecule. Each exponential has an argument near $-800$ and underflows to zero in double precision, so the quotient becomes $0/0$. Multiplying numerator and denominator by $e^{a\|x\|}$ algebraically, before any exponential is evaluated, replaces each term by $c_j\,e^{a(\|x\| - \|x-P_j\|)}$. For $a > 0$ its exponent lies between $-a\|P_j\|$ and $a\|P_j\|$, which is moderate when the origin is near the molecule, and the quotient can be evaluated.

## From distances to weights

Write $s = \langle u,R\rangle$, $n = \|t\,u - R\|$ and $K = \|R\|^2 - s^2$. Since $\|u\| = 1$, the Cauchy–Schwarz inequality gives $|s| \le \|R\|$, hence $K \ge 0$. Expanding the square gives

$$n^2 = t^2 - 2ts + \|R\|^2 = (t-s)^2 + K.$$

Let $t > s$. Then $n^2 \ge (t-s)^2$ with both $n$ and $t-s$ nonnegative, so $n \ge t-s$, that is, $t - n \le s$.

For the other side put $q = K/(t-s) \ge 0$. Then

$$(t-s+q)^2 = (t-s)^2 + 2K + q^2 \ge n^2,$$

so $n \le t-s+q$. Together,

$$s - \frac{K}{t-s} \;\le\; t - \|t\,u - R\| \;\le\; s.$$

The left side tends to $s$, so the difference of distances tends to $\langle u,R\rangle$. The same holds with any centre $P_j$ in place of $R$.

Now multiply the numerator and denominator of the many-atom weight by $e^{at}$:

$$w_i(t\,u) = \frac{c_i\,e^{a(t-\|t u-P_i\|)}}{\sum_j c_j\,e^{a(t-\|t u-P_j\|)}}.$$

By continuity of the exponential, each term tends to $c_j e^{a\langle u,P_j\rangle}$. The limiting denominator is a nonempty sum of positive terms, so the quotient converges to the stated share. Setting $c_1 = c_2 = 1$, $P_1 = 0$ and $P_2 = R$ gives the pair formula.

For the bounds, divide the numerator and denominator of the pair weight by $e^{-a\|x\|}$:

$$w(x) = \frac{1}{1 + e^{a(\|x\| - \|x-R\|)}}.$$

The triangle inequality gives $-\|R\| \le \|x\| - \|x-R\| \le \|R\|$. For $a \ge 0$ the right-hand side does not increase when this difference grows, and the two bounds follow.

Finally, suppose that $a > 0$, $R \ne 0$, and $w(x)$ had one limit $L$ as $\|x\| \to \infty$ in any manner. Then $L$ would equal the limit along every ray. The directions $R/\|R\|$ and $-R/\|R\|$ would give

$$L = \frac{1}{1+e^{a\|R\|}} < \frac{1}{1+e^{-a\|R\|}} = L,$$

a contradiction.

## Lean source for the limits and bounds

```lean
import Mathlib

open Filter Topology
open scoped InnerProductSpace

namespace StockholderAsymptotics

noncomputable section

/-- Exponential proatom density with prefactor `c` and decay constant `a`, centred at `P`. -/
def proatom {E : Type*} [NormedAddCommGroup E] (c a : ℝ) (P x : E) : ℝ :=
  c * Real.exp (-a * ‖x - P‖)

/-- Stockholder weight of atom `i` at the point `x`: its proatom density divided by the
promolecular density, at points where the latter is nonzero. -/
def stockholderWeight {ι X : Type*} [Fintype ι] (ρ : ι → X → ℝ) (i : ι) (x : X) : ℝ :=
  ρ i x / ∑ j, ρ j x

/-- Weight of the first atom for two equal exponential proatoms centred at `0` and `R`. -/
def pairWeight {E : Type*} [NormedAddCommGroup E] (a : ℝ) (R x : E) : ℝ :=
  stockholderWeight (fun j : Fin 2 => proatom 1 a ((![0, R] : Fin 2 → E) j)) 0 x

variable {E : Type*} [NormedAddCommGroup E] [InnerProductSpace ℝ E]

/-- For a unit vector `u` and `t > ⟪u, R⟫`, the quantity `t - ‖t • u - R‖` is at most `⟪u, R⟫`, and
falls short of it by at most `(‖R‖ ^ 2 - ⟪u, R⟫ ^ 2) / (t - ⟪u, R⟫)`. For `t ≥ 0` this quantity is
the difference between the distances from `t • u` to the origin and to `R`. -/
theorem distance_difference_bounds {u : E} (hu : ‖u‖ = 1) (R : E) {t : ℝ}
    (ht : ⟪u, R⟫_ℝ < t) :
    ⟪u, R⟫_ℝ - (‖R‖ ^ 2 - ⟪u, R⟫_ℝ ^ 2) / (t - ⟪u, R⟫_ℝ) ≤ t - ‖t • u - R‖ ∧
      t - ‖t • u - R‖ ≤ ⟪u, R⟫_ℝ := by
  have hn : ‖t • u - R‖ ^ 2 = t ^ 2 - 2 * (t * ⟪u, R⟫_ℝ) + ‖R‖ ^ 2 := by
    rw [norm_sub_sq_real, real_inner_smul_left, norm_smul, hu, mul_one,
      Real.norm_eq_abs, sq_abs]
  have hcs := abs_real_inner_le_norm u R
  rw [hu, one_mul] at hcs
  have hn0 := norm_nonneg (t • u - R)
  generalize ‖t • u - R‖ = n at hn hn0 ⊢
  generalize ⟪u, R⟫_ℝ = s at ht hn hcs ⊢
  -- the squared distance of `R` from the ray's line is nonnegative
  have hK : 0 ≤ ‖R‖ ^ 2 - s ^ 2 := by
    have h := abs_le.1 hcs
    nlinarith [mul_nonneg (sub_nonneg.2 h.2) (by linarith [h.1] : 0 ≤ ‖R‖ + s)]
  have hd : 0 < t - s := sub_pos.2 ht
  have hq : 0 ≤ (‖R‖ ^ 2 - s ^ 2) / (t - s) := div_nonneg hK hd.le
  have hqd : (‖R‖ ^ 2 - s ^ 2) / (t - s) * (t - s) = ‖R‖ ^ 2 - s ^ 2 :=
    div_mul_cancel₀ _ hd.ne'
  generalize (‖R‖ ^ 2 - s ^ 2) / (t - s) = q at hq hqd ⊢
  constructor
  · by_contra h
    have h1 : 0 < n - (t - s + q) := by linarith [not_le.1 h]
    have h2 : 0 < n + (t - s + q) := by linarith
    nlinarith [mul_pos h1 h2, mul_nonneg hq hd.le, sq_nonneg q]
  · by_contra h
    have h1 : 0 < t - s - n := by linarith [not_le.1 h]
    have h2 : 0 < t - s + n := by linarith
    nlinarith [mul_pos h1 h2]

/-- Far out along a unit vector `u`, the difference between the distances to the origin and
to `R` tends to the projection of `R` on `u`. -/
theorem tendsto_distance_difference {u : E} (hu : ‖u‖ = 1) (R : E) :
    Tendsto (fun t : ℝ => t - ‖t • u - R‖) atTop (𝓝 ⟪u, R⟫_ℝ) := by
  have hden : Tendsto (fun t : ℝ => t - ⟪u, R⟫_ℝ) atTop atTop := by
    simpa [sub_eq_add_neg] using
      tendsto_atTop_add_const_right atTop (-⟪u, R⟫_ℝ) (tendsto_id (α := ℝ))
  have hlow : Tendsto (fun t : ℝ =>
      ⟪u, R⟫_ℝ - (‖R‖ ^ 2 - ⟪u, R⟫_ℝ ^ 2) / (t - ⟪u, R⟫_ℝ)) atTop (𝓝 ⟪u, R⟫_ℝ) := by
    simpa using (tendsto_const_nhds (x := ⟪u, R⟫_ℝ)).sub
      ((tendsto_const_nhds (x := ‖R‖ ^ 2 - ⟪u, R⟫_ℝ ^ 2)).div_atTop hden)
  refine tendsto_of_tendsto_of_tendsto_of_le_of_le' hlow tendsto_const_nhds ?_ ?_
  · filter_upwards [eventually_gt_atTop ⟪u, R⟫_ℝ] with t ht
    exact (distance_difference_bounds hu R ht).1
  · filter_upwards [eventually_gt_atTop ⟪u, R⟫_ℝ] with t ht
    exact (distance_difference_bounds hu R ht).2

/-- For finitely many exponential proatoms with positive prefactors `c j`, centres `P j` and a
common decay constant `a`, the stockholder weight of atom `i` along a unit vector `u` tends to
the normalised share `c i * exp (a ⟪u, P i⟫)`. -/
theorem tendsto_stockholderWeight {ι : Type*} [Fintype ι] (a : ℝ) (c : ι → ℝ) (P : ι → E)
    (hc : ∀ j, 0 < c j) {u : E} (hu : ‖u‖ = 1) (i : ι) :
    Tendsto (fun t : ℝ => stockholderWeight (fun j => proatom (c j) a (P j)) i (t • u)) atTop
      (𝓝 (c i * Real.exp (a * ⟪u, P i⟫_ℝ) / ∑ j, c j * Real.exp (a * ⟪u, P j⟫_ℝ))) := by
  have h : ∀ j, Tendsto (fun t : ℝ => c j * Real.exp (a * (t - ‖t • u - P j‖))) atTop
      (𝓝 (c j * Real.exp (a * ⟪u, P j⟫_ℝ))) := fun j =>
    ((Real.continuous_exp.tendsto _).comp
      ((tendsto_distance_difference hu (P j)).const_mul a)).const_mul (c j)
  have hs := tendsto_finsetSum Finset.univ (fun j _ => h j)
  have hpos : ∑ j, c j * Real.exp (a * ⟪u, P j⟫_ℝ) ≠ 0 :=
    (Finset.sum_pos (fun j _ => mul_pos (hc j) (Real.exp_pos _)) ⟨i, Finset.mem_univ i⟩).ne'
  refine ((h i).div hs hpos).congr fun t => ?_
  -- the common factor `exp (a t)` cancels between numerator and denominator
  have key : ∀ j, c j * Real.exp (a * (t - ‖t • u - P j‖)) =
      Real.exp (a * t) * proatom (c j) a (P j) (t • u) := by
    intro j
    unfold proatom
    rw [show a * (t - ‖t • u - P j‖) = a * t + -a * ‖t • u - P j‖ by ring, Real.exp_add]
    ring
  simp only [Pi.div_apply, key, stockholderWeight, ← Finset.mul_sum]
  exact mul_div_mul_left _ _ (Real.exp_pos _).ne'

/-- Along a unit vector `u`, the first stockholder weight of two equal exponential proatoms at
`0` and `R` tends to `1 / (1 + exp (a ⟪u, R⟫))`. -/
theorem tendsto_pairWeight (a : ℝ) (R : E) {u : E} (hu : ‖u‖ = 1) :
    Tendsto (fun t : ℝ => pairWeight a R (t • u)) atTop
      (𝓝 (1 / (1 + Real.exp (a * ⟪u, R⟫_ℝ)))) := by
  have h := tendsto_stockholderWeight a (fun _ : Fin 2 => (1 : ℝ)) (![0, R] : Fin 2 → E)
    (fun _ => one_pos) hu 0
  have e : 1 / (1 + Real.exp (a * ⟪u, R⟫_ℝ)) =
      (1 : ℝ) * Real.exp (a * ⟪u, (![0, R] : Fin 2 → E) 0⟫_ℝ) /
        ∑ j : Fin 2, (1 : ℝ) * Real.exp (a * ⟪u, (![0, R] : Fin 2 → E) j⟫_ℝ) := by
    simp [Fin.sum_univ_two]
  rw [e]
  exact h

omit [InnerProductSpace ℝ E] in
/-- The two-atom weight is a logistic function of the difference between the distances to the
two centres. -/
theorem pairWeight_eq_logistic (a : ℝ) (R x : E) :
    pairWeight a R x = 1 / (1 + Real.exp (a * (‖x‖ - ‖x - R‖))) := by
  have h0 : pairWeight a R x = Real.exp (-a * ‖x‖) /
      (Real.exp (-a * ‖x‖) + Real.exp (-a * ‖x - R‖)) := by
    simp [pairWeight, stockholderWeight, proatom, Fin.sum_univ_two]
  have h1 : Real.exp (-a * ‖x - R‖) =
      Real.exp (-a * ‖x‖) * Real.exp (a * (‖x‖ - ‖x - R‖)) := by
    rw [← Real.exp_add]
    congr 1
    ring
  rw [h0, h1, div_eq_div_iff (by positivity) (by positivity)]
  ring

omit [InnerProductSpace ℝ E] in
/-- For `a ≥ 0` the two-atom weight lies, at every point of space, between
`1 / (1 + exp (a ‖R‖))` and `1 / (1 + exp (-a ‖R‖))`. -/
theorem pairWeight_bounds {a : ℝ} (ha : 0 ≤ a) (R x : E) :
    1 / (1 + Real.exp (a * ‖R‖)) ≤ pairWeight a R x ∧
      pairWeight a R x ≤ 1 / (1 + Real.exp (-(a * ‖R‖))) := by
  have h := abs_norm_sub_norm_le x (x - R)
  rw [sub_sub_cancel] at h
  have h' := abs_le.1 h
  rw [pairWeight_eq_logistic]
  constructor
  · apply one_div_le_one_div_of_le (by positivity)
    linarith [Real.exp_le_exp.2 (mul_le_mul_of_nonneg_left h'.2 ha)]
  · apply one_div_le_one_div_of_le (by positivity)
    have h2 : -(a * ‖R‖) ≤ a * (‖x‖ - ‖x - R‖) := by
      linarith [mul_le_mul_of_nonneg_left h'.1 ha]
    linarith [Real.exp_le_exp.2 h2]

/-- For `a > 0` and distinct centres (`R ≠ 0`), the two-atom weight has no
direction-independent limit at infinity. -/
theorem pairWeight_no_uniform_limit {a : ℝ} (ha : 0 < a) {R : E} (hR : R ≠ 0) :
    ¬ ∃ L : ℝ, Tendsto (pairWeight a R) (Bornology.cobounded E) (𝓝 L) := by
  rintro ⟨L, hL⟩
  -- a common limit would have to agree with the limit along every ray
  have ray : ∀ u : E, ‖u‖ = 1 → L = 1 / (1 + Real.exp (a * ⟪u, R⟫_ℝ)) := by
    intro u hu
    have hfar : Tendsto (fun t : ℝ => t • u) atTop (Bornology.cobounded E) := by
      rw [← tendsto_norm_atTop_iff_cobounded]
      simpa [norm_smul, hu] using
        (tendsto_abs_atTop_atTop : Tendsto (fun t : ℝ => |t|) atTop atTop)
    exact tendsto_nhds_unique (hL.comp hfar) (tendsto_pairWeight a R hu)
  have hr : 0 < ‖R‖ := norm_pos_iff.2 hR
  have hu : ‖‖R‖⁻¹ • R‖ = 1 := by
    rw [norm_smul, norm_inv, norm_norm, inv_mul_cancel₀ hr.ne']
  have hi : ⟪‖R‖⁻¹ • R, R⟫_ℝ = ‖R‖ := by
    rw [real_inner_smul_left, real_inner_self_eq_norm_sq, pow_two, ← mul_assoc,
      inv_mul_cancel₀ hr.ne', one_mul]
  -- compare the two directions along the bond axis
  have h1 := ray _ hu
  have h2 := ray (-(‖R‖⁻¹ • R)) (by rw [norm_neg, hu])
  rw [hi] at h1
  rw [inner_neg_left, hi] at h2
  have hlt : Real.exp (a * -‖R‖) < Real.exp (a * ‖R‖) :=
    Real.exp_lt_exp.2 (by nlinarith [mul_pos ha hr])
  have h3 : 1 / (1 + Real.exp (a * ‖R‖)) < 1 / (1 + Real.exp (a * -‖R‖)) :=
    one_div_lt_one_div_of_lt (by positivity) (by linarith)
  linarith

end

end StockholderAsymptotics
```

```lean
#print axioms StockholderAsymptotics.tendsto_stockholderWeight
-- 'StockholderAsymptotics.tendsto_stockholderWeight' depends on axioms: [propext, Classical.choice, Quot.sound]
#print axioms StockholderAsymptotics.pairWeight_bounds
-- 'StockholderAsymptotics.pairWeight_bounds' depends on axioms: [propext, Classical.choice, Quot.sound]
#print axioms StockholderAsymptotics.pairWeight_no_uniform_limit
-- 'StockholderAsymptotics.pairWeight_no_uniform_limit' depends on axioms: [propext, Classical.choice, Quot.sound]
```

## Exponential tails in Lean and tabulated proatoms in practice

**Objects and conventions.** The space `E` is any real inner-product space; physical space is the three-dimensional case. `proatom c a P x` is the density $c\,e^{-a\|x-P\|}$. The constant `a` is the decay constant of the density, which for a 1s Slater function is twice the orbital exponent. Prefactors are not normalised: in three dimensions a proatom with $N$ electrons has $c = N a^3/(8\pi)$. `pairWeight` sets both prefactors to 1, which gives the same weight as any other common positive value.

`stockholderWeight` takes a finite family of densities. In `pairWeight` the family is indexed by `Fin 2`, so the first atom, at the origin, has index 0. The hypothesis `hu` says that $u$ has length 1. `atTop` expresses $t \to \infty$, and `Bornology.cobounded E` expresses $\|x\| \to \infty$ with no direction prescribed. In the name `pairWeight_no_uniform_limit`, "uniform" means independent of direction; it does not refer to uniform convergence.

**The proofs.** `distance_difference_bounds` is the two-sided estimate. It expands the squared norm, and each half is proved by contradiction: if the inequality failed, a product of two positive factors would conflict with the expanded square, which `nlinarith` detects. `tendsto_distance_difference` squeezes the difference between its bounds. In `tendsto_stockholderWeight`, the step `key` extracts the factor $e^{at}$ and `mul_div_mul_left` cancels it; `tendsto_pairWeight` specialises the result to two atoms.

`pairWeight_eq_logistic` rewrites the weight as a function of the distance difference, and `pairWeight_bounds` applies the triangle inequality to it. Neither uses an inner product. In `pairWeight_no_uniform_limit`, the step `ray` equates a supposed common limit with each ray limit, and the two axial directions then conflict.

**Reach.** The ray limits hold for every real $a$, although only $a > 0$ describes a decaying density. The absence of a common limit is proved for $a > 0$ and $R \ne 0$. If either $a$ or $R$ is zero, the weight is $1/2$ everywhere and a common limit exists, so both must be nonzero.

A standard Hirshfeld calculation uses computed or tabulated free-atom densities as proatoms, where this model uses single exponentials with one decay constant. Two atoms of the same element in the same reference state do share a proatom, but its density is generally not a single exponential at all distances. For exponential proatoms with different positive decay constants the behaviour changes: the factor $e^{at}$ no longer cancels, and the slowest-decaying atom takes the whole weight in every direction if it is the only one with that constant. That observation, like the floating-point example above, is an addition to what Lean verified.

The theorems concern weights at points. They make no statement about integrated Hirshfeld charges, in which the distant region is multiplied by a very small molecular density.
